# Two CNOTs and one-qubit operators A and B with AB = 1 make a controlled AXBX

The theorem concerns two qubits, with the second as control, and any 2 × 2 complex matrices A and B with AB = 1; they need not be unitary. It says that the operator product A · CNOT · B · CNOT, with A and B acting on the first qubit, equals the operator that applies AXBX to the first qubit when the control is 1 and does nothing when it is 0. Here X is the bit flip, and the rightmost factor acts first. The proof establishes the products of the two control projectors, then expands the Kronecker products so that the mixed terms vanish and AB = 1 settles the case of control 0.

This version doesn't compile in Lean 4 with Mathlib:

```lean
import Mathlib

open Matrix
open scoped Kronecker

namespace GivensFromCNOT

noncomputable section

/-- Operators on two qubits, with rows and columns labelled by the pair of bit values. -/
abbrev TwoQubitOp := Matrix (Fin 2 × Fin 2) (Fin 2 × Fin 2) ℂ

/-- The projector onto the qubit state 0. -/
def proj0 : Matrix (Fin 2) (Fin 2) ℂ := !![1, 0; 0, 0]

/-- The projector onto the qubit state 1. -/
def proj1 : Matrix (Fin 2) (Fin 2) ℂ := !![0, 0; 0, 1]

/-- The bit flip X. -/
def flipX : Matrix (Fin 2) (Fin 2) ℂ := !![0, 1; 1, 0]

/-- The gate that applies `U` to qubit one when qubit two is 1. -/
def controlled (U : Matrix (Fin 2) (Fin 2) ℂ) : TwoQubitOp :=
  (1 : Matrix (Fin 2) (Fin 2) ℂ) ⊗ₖ proj0 + U ⊗ₖ proj1

/-- The gate that applies `U` to qubit one and leaves qubit two alone. -/
def onFirst (U : Matrix (Fin 2) (Fin 2) ℂ) : TwoQubitOp :=
  U ⊗ₖ (1 : Matrix (Fin 2) (Fin 2) ℂ)

/-- If `A B = 1`, then `A` and `B` on qubit one, interleaved with two CNOTs controlled by
qubit two, make the controlled gate of `A X B X`. -/
theorem controlled_of_cnots (A B : Matrix (Fin 2) (Fin 2) ℂ) (h : A * B = 1) :
    onFirst A * controlled flipX * onFirst B * controlled flipX
      = controlled (A * flipX * B * flipX) := by
  have p00 : proj0 * proj0 = proj0 := by simp [proj0]
  have p11 : proj1 * proj1 = proj1 := by simp [proj1]
  have p01 : proj0 * proj1 = 0 := by
    ext i j; fin_cases i <;> fin_cases j <;> simp [proj0, proj1]
  have p10 : proj1 * proj0 = 0 := by
    ext i j; fin_cases i <;> fin_cases j <;> simp [proj0, proj1]
  -- the two values of the control qubit do not mix
  simp only [onFirst, controlled, mul_add, add_mul, ← Matrix.mul_kronecker_mul,
    Matrix.mul_one, Matrix.one_mul, p00, p11, p01, p10, h,
    Matrix.kronecker_zero, add_zero, zero_add]

end

end GivensFromCNOT
```

Messages:

```
Main.lean:35:38: error: unsolved goals
A B : Matrix (Fin 2) (Fin 2) ℂ
h : A * B = 1
⊢ 0 = ![0, 0]
Main.lean:36:38: error: unsolved goals
A B : Matrix (Fin 2) (Fin 2) ℂ
h : A * B = 1
p00 : proj0 * proj0 = proj0
⊢ 0 = ![0, 0]
```

What went wrong. Both errors are the same, one for each of the claims that `proj0` and `proj1` square to themselves. After `simp` has unfolded the projector and simplified the matrix equation, `0 = ![0, 0]` is left over. The two sides are the same vector of two zeros, written once as the zero vector and once as a list of entries. The equation is true, but `simp` did not reconcile the two forms, so the goal stayed open.

The repair compares the matrices entry by entry. `ext i j` and `fin_cases` turn each claim into four equations between complex numbers, where no vector is left to be written in two ways, and `simp` closes them. The added `Matrix.mul_apply` and `Fin.sum_univ_two` write each entry of the product as a sum of two terms. They may not be strictly needed, since `p01` and `p10` are proved entry by entry without them and drew no error.

After these edits no error is left:

```diff
@@ -33,6 +33,8 @@
     onFirst A * controlled flipX * onFirst B * controlled flipX
       = controlled (A * flipX * B * flipX) := by
-  have p00 : proj0 * proj0 = proj0 := by simp [proj0]
-  have p11 : proj1 * proj1 = proj1 := by simp [proj1]
+  have p00 : proj0 * proj0 = proj0 := by
+    ext i j; fin_cases i <;> fin_cases j <;> simp [proj0, Matrix.mul_apply, Fin.sum_univ_two]
+  have p11 : proj1 * proj1 = proj1 := by
+    ext i j; fin_cases i <;> fin_cases j <;> simp [proj1, Matrix.mul_apply, Fin.sum_univ_two]
   have p01 : proj0 * proj1 = 0 := by
     ext i j; fin_cases i <;> fin_cases j <;> simp [proj0, proj1]
```
